# An exponential upper bound on the released-node signal ratio for a real symmetric Hamiltonian

Let a walker hop between two configurations that differ by the exchange of two identical particles, with

$$H=\begin{pmatrix}0&-1\\-1&0\end{pmatrix}.$$

The symmetric state $\varphi=(1,1)/\sqrt2$ has energy $-1$, and the antisymmetric state $(1,-1)/\sqrt2$ has energy $+1$. Start all walkers in the first configuration, $b=(1,0)$. The antisymmetric part of $b$ is $f=(1/2,-1/2)$. In imaginary time $t$, with $\hbar=1$,

$$e^{-tH}f=e^{-t}f,\qquad e^{-tH}b=(\cosh t,\sinh t),\qquad \frac{\|e^{-tH}f\|}{\|e^{-tH}b\|}=\frac{e^{-2t}}{\sqrt{1+e^{-4t}}}.$$

At $t=1$ the ratio is $0.134$, just below $e^{-2}=0.135$. The fermionic part shrinks while the total distribution grows towards the symmetric state.

Released-node Monte Carlo meets the same problem: once walkers may cross the nodes, the antisymmetric signal has to be read from a distribution dominated by a state of lower energy.

## The bound for a finite configuration set

Let $H$ be a real symmetric matrix, $f$ a sum of eigenvectors with energies at least $E_F$, and $\varphi$ a unit eigenvector of energy $E_B$ with overlap $c=\varphi\cdot b>0$. Then for $t\ge0$

$$\frac{\|e^{-tH}f\|}{\|e^{-tH}b\|}\le\frac{\|f\|}{c}\,e^{-t(E_F-E_B)}.$$

Physically, $E_F$ stands for the fermionic ground-state energy and $E_B$ for the bosonic one. The letter $b$ denotes the whole walker distribution, not a purely bosonic state. The theorem does not require $f$ to be the antisymmetric part of $b$, and no permutation symmetry enters it.

Configurations form a finite type `n`, distributions are functions `n → ℝ`, and `l2norm` is the Euclidean norm. The ratio compares exactly propagated vectors. It is not the signal-to-noise ratio of a sampled run, which also depends on the number of walkers and on how they are sampled.

```lean
import Mathlib

open Matrix

namespace ReleasedNode

noncomputable section

variable {n : Type*} [Fintype n]

/-- The Euclidean norm of a real walker distribution over the configurations. -/
def l2norm (x : n → ℝ) : ℝ := Real.sqrt (x ⬝ᵥ x)
```

## The signal has no energy below $E_F$

This hypothesis, `hf`, says that the signal contains only energies of at least $E_F$. It does not say that the signal is antisymmetric: symmetric states in that energy range are allowed too. `LevelsAbove H E f` writes $f=\sum_{\mu\in S}w_\mu$ with one vector per energy, $Hw_\mu=\mu w_\mu$ and $\mu\ge E$. Despite the name, $\mu=E$ is allowed, and so is $w_\mu=0$.

By hand and in Lean, it is used where each damping factor $e^{-t\mu}$ is compared with $e^{-tE_F}$. Without it the bound can fail: in the two-configuration case, $f=b=(1,0)$ has a component of energy $-1$. The ratio then stays at $1$, while the right-hand side with $E_F=1$ is $\sqrt2\,e^{-2t}$, which tends to zero.

```lean
/-- The vector `f` is a finite sum of eigenvectors of `H` with energies at least `E`,
where the contributions of equal energy are collected into one vector `w μ`. -/
def LevelsAbove (H : Matrix n n ℝ) (E : ℝ) (f : n → ℝ) : Prop :=
  ∃ (S : Finset ℝ) (w : ℝ → n → ℝ),
    (∀ μ ∈ S, E ≤ μ ∧ H *ᵥ w μ = μ • w μ) ∧ f = ∑ μ ∈ S, w μ
```

## The Hamiltonian is symmetric

Hypothesis `hH` expresses a Hermitian Hamiltonian with real matrix elements. It gives $x\cdot Hy=(Hx)\cdot y$, which is `symm_dot`. For energies $\mu\ne\nu$,

$$\nu\,w_\mu\cdot w_\nu=w_\mu\cdot Hw_\nu=(Hw_\mu)\cdot w_\nu=\mu\,w_\mu\cdot w_\nu,$$

so $w_\mu\cdot w_\nu=0$. The cross terms vanish, and for any real coefficients $a_\mu$

$$\Big\|\sum_\mu a_\mu w_\mu\Big\|^2=\sum_\mu a_\mu^2\|w_\mu\|^2.$$

This is `pythagoras`. Its proof expands the scalar product, keeps the diagonal term with `Finset.sum_eq_single`, and removes the others by the calculation above.

Real energies and a complete set of eigenvectors do not suffice in place of symmetry. Take

$$H=\begin{pmatrix}0&2\\0&1\end{pmatrix},\quad f=(0,1)=(2,1)-2(1,0),\quad b=\varphi=(1,0),\quad E_F=E_B=0.$$

The vectors $(1,0)$ and $(2,1)$ have energies $0$ and $1$. At $t=\ln2$, $e^{-tH}f=(-1,1/2)$ and $e^{-tH}b=b$. The ratio is $\sqrt5/2$, but the bound would be $1$.

```lean
/-- The scalar product of a real walker distribution with itself is nonnegative. -/
theorem dot_self_nonneg (x : n → ℝ) : 0 ≤ x ⬝ᵥ x :=
  Finset.sum_nonneg fun i _ => mul_self_nonneg (x i)

/-- A real symmetric matrix can be moved from one side of the scalar product to the other. -/
theorem symm_dot {A : Matrix n n ℝ} (hA : A.IsSymm) (x y : n → ℝ) :
    x ⬝ᵥ A *ᵥ y = (A *ᵥ x) ⬝ᵥ y := by
  rw [Matrix.dotProduct_mulVec, ← Matrix.mulVec_transpose, hA.eq]

/-- For a symmetric Hamiltonian, the squared norm of a combination of eigenvectors with
different energies is the sum of the squared norms of its parts. -/
theorem pythagoras {H : Matrix n n ℝ} (hH : H.IsSymm) {S : Finset ℝ} {w : ℝ → n → ℝ}
    (hw : ∀ μ ∈ S, H *ᵥ w μ = μ • w μ) (a : ℝ → ℝ) :
    (∑ μ ∈ S, a μ • w μ) ⬝ᵥ (∑ μ ∈ S, a μ • w μ) = ∑ μ ∈ S, a μ ^ 2 * (w μ ⬝ᵥ w μ) := by
  rw [sum_dotProduct]
  refine Finset.sum_congr rfl fun μ hμ => ?_
  rw [dotProduct_sum, Finset.sum_eq_single μ]
  · rw [smul_dotProduct, dotProduct_smul, smul_eq_mul, smul_eq_mul]
    ring
  · intro ν hν hne
    -- eigenvectors of different energies are orthogonal
    have h := symm_dot hH (w μ) (w ν)
    rw [hw μ hμ, hw ν hν, dotProduct_smul, smul_dotProduct, smul_eq_mul, smul_eq_mul] at h
    have h0 : (ν - μ) * (w μ ⬝ᵥ w ν) = 0 := by linear_combination h
    have h1 := (mul_eq_zero.mp h0).resolve_left (sub_ne_zero.mpr hne)
    rw [smul_dotProduct, dotProduct_smul, h1, smul_zero, smul_zero]
  · exact fun h => absurd hμ h
```

## Projection runs forward in imaginary time

The propagator is the true matrix exponential $e^{-tH}$, with no time-step approximation. If $Hv=Ev$, then $H^kv=E^kv$, and

$$e^{-tH}v=\sum_{k\ge0}\frac{(-t)^k}{k!}H^kv=\sum_{k\ge0}\frac{(-tE)^k}{k!}v=e^{-tE}v.$$

`propagator_eigenvector` proves the statement about powers by induction. It then applies the continuous map $A\mapsto Av$ to the matrix series and identifies the two limits by uniqueness of sums. This step holds for every real $t$ and needs no symmetry.

```lean
variable [DecidableEq n]

/-- The imaginary-time propagator `exp(-tH)`. -/
def propagator (H : Matrix n n ℝ) (t : ℝ) : Matrix n n ℝ := NormedSpace.exp ((-t) • H)

/-- The propagator multiplies an eigenvector of energy `E` by `exp(-tE)`. -/
theorem propagator_eigenvector {H : Matrix n n ℝ} {v : n → ℝ} {E : ℝ} (t : ℝ)
    (hv : H *ᵥ v = E • v) : propagator H t *ᵥ v = Real.exp (-t * E) • v := by
  let : NormedRing (Matrix n n ℝ) := Matrix.linftyOpNormedRing
  let : NormedAlgebra ℝ (Matrix n n ℝ) := Matrix.linftyOpNormedAlgebra
  have hA : ((-t) • H) *ᵥ v = (-t * E) • v := by
    rw [Matrix.smul_mulVec, hv, smul_smul]
  have hpow : ∀ k : ℕ, ((-t) • H) ^ k *ᵥ v = (-t * E) ^ k • v := by
    intro k
    induction k with
    | zero => simp
    | succ k ih =>
      rw [pow_succ, ← Matrix.mulVec_mulVec, hA, Matrix.mulVec_smul, ih, smul_smul, pow_succ']
  -- apply the exponential series to the eigenvector term by term
  have h1 : HasSum (fun k : ℕ => ((k.factorial : ℝ)⁻¹) • ((-t) • H) ^ k)
      (NormedSpace.exp ((-t) • H)) := NormedSpace.exp_series_hasSum_exp' _
  have h2 : HasSum (fun k : ℕ => ((k.factorial : ℝ)⁻¹) • (-t * E) ^ k)
      (Real.exp (-t * E)) := by
    rw [Real.exp_eq_exp_ℝ]
    exact NormedSpace.exp_series_hasSum_exp' _
  have h3 := h1.map (Matrix.mulVec.addMonoidHomLeft v)
    (Continuous.matrix_mulVec continuous_id continuous_const)
  refine h3.unique ?_
  convert h2.smul_const v using 1
  funext k
  change (((k.factorial : ℝ)⁻¹) • ((-t) • H) ^ k) *ᵥ v = _
  rw [Matrix.smul_mulVec, hpow, smul_smul, smul_eq_mul]
```

The condition $t\ge0$, `ht`, enters when the levels are compared: $\mu\ge E_F$ then gives $e^{-t\mu}\le e^{-tE_F}$. Hence

$$\|e^{-tH}f\|^2=\sum_\mu e^{-2t\mu}\|w_\mu\|^2\le e^{-2tE_F}\sum_\mu\|w_\mu\|^2=e^{-2tE_F}\|f\|^2.$$

`norm_propagator_le` follows these lines. It squares the inequality, uses `pythagoras` with coefficients $1$ and $e^{-t\mu}$, and compares the sums term by term.

For $t<0$ the comparison reverses, and the bound can fail when $f$ contains energies strictly above $E_F$. With the exchange Hamiltonian, $f=(1/2,-1/2)$, $b=\varphi$ and the permissible choice $E_F=0$, the ratio is $\|f\|e^{-2t}$ and the right-hand side is $\|f\|e^{-t}$, which is smaller for negative $t$.

```lean
/-- For symmetric `H` and `t ≥ 0`, the propagator multiplies the norm of a sum of eigenvectors with
energies at least `E` by at most `exp(-tE)`. -/
theorem norm_propagator_le {H : Matrix n n ℝ} (hH : H.IsSymm) {E t : ℝ} (ht : 0 ≤ t)
    {f : n → ℝ} (hf : LevelsAbove H E f) :
    l2norm (propagator H t *ᵥ f) ≤ Real.exp (-t * E) * l2norm f := by
  obtain ⟨S, w, hw, rfl⟩ := hf
  have hp : propagator H t *ᵥ (∑ μ ∈ S, w μ) = ∑ μ ∈ S, Real.exp (-t * μ) • w μ := by
    have h := map_sum (Matrix.mulVecLin (propagator H t)) w S
    simp only [Matrix.mulVecLin_apply] at h
    rw [h]
    exact Finset.sum_congr rfl fun μ hμ => propagator_eigenvector t (hw μ hμ).2
  have hn := pythagoras hH (fun μ hμ => (hw μ hμ).2) (fun _ => 1)
  simp only [one_smul, one_pow, one_mul] at hn
  refine Real.sqrt_le_iff.mpr ⟨mul_nonneg (Real.exp_pos _).le (Real.sqrt_nonneg _), ?_⟩
  rw [l2norm, mul_pow, Real.sq_sqrt (dot_self_nonneg _), hn, hp,
    pythagoras hH (fun μ hμ => (hw μ hμ).2) (fun μ => Real.exp (-t * μ)), Finset.mul_sum]
  -- compare the damping factors level by level
  refine Finset.sum_le_sum fun μ hμ => mul_le_mul_of_nonneg_right ?_ (dot_self_nonneg _)
  refine pow_le_pow_left₀ (Real.exp_pos _).le (Real.exp_le_exp.mpr ?_) 2
  nlinarith [mul_le_mul_of_nonneg_left (hw μ hμ).1 ht]
```

## The walkers overlap a state of energy $E_B$

Three hypotheses describe this state: `hφ` makes $\varphi$ an eigenvector, `h1` normalises it, and `hc` says that the initial walkers overlap it. The transpose of $e^{-tH}$ is $e^{-tH}$ itself, so

$$\varphi\cdot e^{-tH}b=(e^{-tH}\varphi)\cdot b=e^{-tE_B}c.$$

Cauchy–Schwarz with $\|\varphi\|=1$ gives $\|e^{-tH}b\|\ge e^{-tE_B}c$. In `overlap_le_norm_propagator`, `hs` is the symmetry of the propagator, `ho` is the displayed identity, and the remaining lines are Cauchy–Schwarz.

```lean
/-- For symmetric `H`, the propagated vector is at least as long as its component along a unit
eigenvector `φ` of energy `E`, which is `exp(-tE)` times the initial overlap. -/
theorem overlap_le_norm_propagator {H : Matrix n n ℝ} (hH : H.IsSymm) {E : ℝ} (t : ℝ)
    {φ : n → ℝ} (hφ : H *ᵥ φ = E • φ) (h1 : φ ⬝ᵥ φ = 1) (b : n → ℝ) :
    Real.exp (-t * E) * (φ ⬝ᵥ b) ≤ l2norm (propagator H t *ᵥ b) := by
  have hs : (propagator H t).IsSymm := by
    change (NormedSpace.exp ((-t) • H))ᵀ = NormedSpace.exp ((-t) • H)
    rw [← Matrix.exp_transpose, Matrix.transpose_smul, hH.eq]
  have ho : φ ⬝ᵥ propagator H t *ᵥ b = Real.exp (-t * E) * (φ ⬝ᵥ b) := by
    rw [symm_dot hs, propagator_eigenvector t hφ, smul_dotProduct, smul_eq_mul]
  rw [← ho]
  -- Cauchy-Schwarz with the unit vector φ
  generalize propagator H t *ᵥ b = y
  have h := Finset.sum_mul_sq_le_sq_mul_sq Finset.univ φ y
  have hu : ∑ i, φ i ^ 2 = 1 := by simpa only [dotProduct, pow_two] using h1
  have hy : y ⬝ᵥ y = ∑ i, y i ^ 2 := by simp only [dotProduct, pow_two]
  rw [hu, one_mul, ← hy] at h
  exact (le_abs_self _).trans (Real.abs_le_sqrt h)
```

Positivity of $c$ makes the lower bound positive, so it can be used in the denominator:

$$\frac{\|e^{-tH}f\|}{\|e^{-tH}b\|}\le\frac{e^{-tE_F}\|f\|}{e^{-tE_B}c}=\frac{\|f\|}{c}e^{-t(E_F-E_B)}.$$

In `signal_decay`, `div_le_div₀` performs this division. A negative overlap can be made positive by replacing $\varphi$ with $-\varphi$. With zero overlap there may be no decay: for the exchange Hamiltonian and $b=f=(1/2,-1/2)$, the ratio is always $1$.

```lean
/-- Released-node signal decay: let `H` be symmetric, `f` a sum of eigenvectors with energies at
least `EF`, and `b` a vector with positive overlap with a unit eigenvector `φ` of energy `EB`.
For `t ≥ 0` the ratio of the propagated norms is at most `(‖f‖ / φ·b) exp(-t(EF - EB))`. -/
theorem signal_decay {H : Matrix n n ℝ} (hH : H.IsSymm) {EF EB t : ℝ} (ht : 0 ≤ t)
    {f b φ : n → ℝ} (hf : LevelsAbove H EF f) (hφ : H *ᵥ φ = EB • φ) (h1 : φ ⬝ᵥ φ = 1)
    (hc : 0 < φ ⬝ᵥ b) :
    l2norm (propagator H t *ᵥ f) / l2norm (propagator H t *ᵥ b)
      ≤ l2norm f / (φ ⬝ᵥ b) * Real.exp (-t * (EF - EB)) := by
  have he : Real.exp (-t * (EF - EB)) = Real.exp (-t * EF) / Real.exp (-t * EB) := by
    rw [← Real.exp_sub]
    congr 1
    ring
  rw [he, div_mul_div_comm, mul_comm (l2norm f), mul_comm (φ ⬝ᵥ b)]
  exact div_le_div₀ (mul_nonneg (Real.exp_pos _).le (Real.sqrt_nonneg _))
    (norm_propagator_le hH ht hf) (mul_pos (Real.exp_pos _) hc)
    (overlap_le_norm_propagator hH t hφ h1 b)
```

The same two estimates with their roles exchanged limit the decay from below. Let $\chi$ be a unit eigenvector of energy $E_F$, and let $b$ contain no energy below $E_B$. Multiplying $\|e^{-tH}f\|\ge e^{-tE_F}\,\chi\cdot f$ by $\|e^{-tH}b\|\le e^{-tE_B}\|b\|$ and cancelling $e^{-tE_B}$ gives

$$e^{-t(E_F-E_B)}(\chi\cdot f)\,\|e^{-tH}b\|\le\|e^{-tH}f\|\,\|b\|.$$

If $\chi\cdot f>0$ and the conditions of both theorems hold, the ratio lies between two positive multiples of $e^{-t(E_F-E_B)}$, so the rate cannot be improved.

```lean
/-- Reverse estimate, written without division: for symmetric `H` and `t ≥ 0`, if `χ` is a unit
eigenvector of energy `EF` and `b` is a sum of eigenvectors with energies at least `EB`, then
`exp(-t(EF - EB)) (χ·f) ‖exp(-tH)b‖ ≤ ‖exp(-tH)f‖ ‖b‖`. -/
theorem signal_decay_reverse {H : Matrix n n ℝ} (hH : H.IsSymm) {EF EB t : ℝ} (ht : 0 ≤ t)
    {b χ : n → ℝ} (f : n → ℝ) (hb : LevelsAbove H EB b) (hχ : H *ᵥ χ = EF • χ)
    (h1 : χ ⬝ᵥ χ = 1) :
    Real.exp (-t * (EF - EB)) * (χ ⬝ᵥ f) * l2norm (propagator H t *ᵥ b)
      ≤ l2norm (propagator H t *ᵥ f) * l2norm b := by
  have h := mul_le_mul (overlap_le_norm_propagator hH t hχ h1 f) (norm_propagator_le hH ht hb)
    (Real.sqrt_nonneg _) (Real.sqrt_nonneg _)
  have he : Real.exp (-t * EF) = Real.exp (-t * EB) * Real.exp (-t * (EF - EB)) := by
    rw [← Real.exp_add]
    congr 1
    ring
  rw [he] at h
  refine le_of_mul_le_mul_left ?_ (Real.exp_pos (-t * EB))
  linarith
```

## The gap is positive

`signal_decay` does not assume $E_B<E_F$. Without a positive gap its bound remains true but does not decrease with $t$. The condition `hgap` is used only to turn the bound into a time limit. If the ratio is still at least $\varepsilon>0$ at time $t$, then

$$\varepsilon\le\frac{\|f\|}{c}e^{-t(E_F-E_B)}\;\Rightarrow\; e^{t(E_F-E_B)}\le\frac{\|f\|}{\varepsilon c}\;\Rightarrow\; t\le\frac{1}{E_F-E_B}\ln\frac{\|f\|}{\varepsilon c}.$$

In `release_window`, `hx` is the middle inequality; taking the logarithm and dividing by the gap finishes the proof. For fermion projection on a finite configuration set, this limits how long the signal ratio of the exactly propagated vectors can stay above a chosen threshold. It does not promise that the ratio stays above it that long.

```lean
/-- Release window: under the hypotheses of `signal_decay` with `EB < EF`, a signal ratio of at
least `ε > 0` at time `t` forces `t ≤ log(‖f‖ / (ε φ·b)) / (EF - EB)`. -/
theorem release_window {H : Matrix n n ℝ} (hH : H.IsSymm) {EF EB t ε : ℝ} (ht : 0 ≤ t)
    {f b φ : n → ℝ} (hf : LevelsAbove H EF f) (hφ : H *ᵥ φ = EB • φ) (h1 : φ ⬝ᵥ φ = 1)
    (hc : 0 < φ ⬝ᵥ b) (hgap : EB < EF) (hε : 0 < ε)
    (hs : ε ≤ l2norm (propagator H t *ᵥ f) / l2norm (propagator H t *ᵥ b)) :
    t ≤ Real.log (l2norm f / (ε * (φ ⬝ᵥ b))) / (EF - EB) := by
  have h := hs.trans (signal_decay hH ht hf hφ h1 hc)
  have he : Real.exp (t * (EF - EB)) * Real.exp (-t * (EF - EB)) = 1 := by
    rw [← Real.exp_add, ← Real.exp_zero]
    congr 1
    ring
  have hq : l2norm f / (φ ⬝ᵥ b) * (φ ⬝ᵥ b) = l2norm f := div_mul_cancel₀ _ hc.ne'
  -- solve the decay bound for the growing exponential
  have hx : Real.exp (t * (EF - EB)) ≤ l2norm f / (ε * (φ ⬝ᵥ b)) := by
    rw [le_div_iff₀ (mul_pos hε hc)]
    calc Real.exp (t * (EF - EB)) * (ε * (φ ⬝ᵥ b))
        ≤ Real.exp (t * (EF - EB)) *
            (l2norm f / (φ ⬝ᵥ b) * Real.exp (-t * (EF - EB)) * (φ ⬝ᵥ b)) :=
          mul_le_mul_of_nonneg_left (mul_le_mul_of_nonneg_right h hc.le) (Real.exp_pos _).le
      _ = l2norm f := by
          linear_combination
            Real.exp (t * (EF - EB)) * Real.exp (-t * (EF - EB)) * hq + l2norm f * he
  rw [le_div_iff₀ (sub_pos.mpr hgap)]
  exact (Real.le_log_iff_exp_le (lt_of_lt_of_le (Real.exp_pos _) hx)).mpr hx
```

In the two-configuration case $\|f\|=c=1/\sqrt2$ and the gap is $2$, so a threshold $\varepsilon=0.01$ gives $t\le\ln(100)/2\approx2.30$. `signal_decay_witness` confirms that this $H$, $f$, $b$ and $\varphi$ satisfy the hypotheses of the decay bound with $E_F=1$ and $E_B=-1$. It takes the single level $\mu=1$ for $f$ and checks the remaining conditions entry by entry.

```lean
/-- Two configurations connected by an exchange move of amplitude `-1`. -/
def exchangeH : Matrix (Fin 2) (Fin 2) ℝ := !![0, -1; -1, 0]

/-- The exchange Hamiltonian meets the hypotheses of `signal_decay` with `EF = 1` and `EB = -1`,
for walkers `b = (1, 0)` and their antisymmetric part `f = (1/2, -1/2)`. -/
theorem signal_decay_witness :
    exchangeH.IsSymm ∧ LevelsAbove exchangeH 1 ![1 / 2, -1 / 2] ∧
    exchangeH *ᵥ ![Real.sqrt 2 / 2, Real.sqrt 2 / 2]
      = (-1 : ℝ) • ![Real.sqrt 2 / 2, Real.sqrt 2 / 2] ∧
    ![Real.sqrt 2 / 2, Real.sqrt 2 / 2] ⬝ᵥ ![Real.sqrt 2 / 2, Real.sqrt 2 / 2] = 1 ∧
    0 < ![Real.sqrt 2 / 2, Real.sqrt 2 / 2] ⬝ᵥ ![(1 : ℝ), 0] := by
  have h2 : Real.sqrt 2 * Real.sqrt 2 = 2 := Real.mul_self_sqrt (by norm_num)
  have hpos : 0 < Real.sqrt 2 := Real.sqrt_pos.mpr (by norm_num)
  refine ⟨?_, ⟨{1}, fun _ => ![1 / 2, -1 / 2], ?_, by simp⟩, ?_, ?_, ?_⟩
  · unfold Matrix.IsSymm
    ext i j
    fin_cases i <;> fin_cases j <;> simp [exchangeH]
  · intro μ hμ
    rw [Finset.mem_singleton.mp hμ]
    refine ⟨le_refl _, ?_⟩
    ext i
    fin_cases i <;> norm_num [exchangeH, Matrix.mulVec, dotProduct, Fin.sum_univ_succ]
  · ext i
    fin_cases i <;> simp [exchangeH, Matrix.mulVec, dotProduct, Fin.sum_univ_succ]
  · simp only [dotProduct, Fin.sum_univ_two]
    change Real.sqrt 2 / 2 * (Real.sqrt 2 / 2) + Real.sqrt 2 / 2 * (Real.sqrt 2 / 2) = 1
    linear_combination h2 / 2
  · simp only [dotProduct, Fin.sum_univ_two]
    change 0 < Real.sqrt 2 / 2 * 1 + Real.sqrt 2 / 2 * 0
    linarith

end

end ReleasedNode
```

```lean
#print axioms ReleasedNode.signal_decay
#print axioms ReleasedNode.signal_decay_reverse
#print axioms ReleasedNode.release_window
```

```
'ReleasedNode.signal_decay' depends on axioms: [propext, Classical.choice, Quot.sound]
'ReleasedNode.signal_decay_reverse' depends on axioms: [propext, Classical.choice, Quot.sound]
'ReleasedNode.release_window' depends on axioms: [propext, Classical.choice, Quot.sound]
```
